# If the sublattice-independent energy and intersublattice hopping are unchanged by a quarter turn, the turn with spin reversal exchanges the sublattices of a square-lattice altermagnet

The model is a non-interacting two-sublattice altermagnet with a 2×2 Bloch Hamiltonian e + g τx + m τz for each spin s, where m = sJ − 4d sin kx sin ky. Assuming that e and g each take the same value at (kx, ky) and at (−ky, kx), the theorem states that the Hamiltonian of spin −s at (−ky, kx) is τx H τx, where H is that of spin s at (kx, ky), and that the closed formula e + √(g² + m²) for the upper band has the same value in both cases. The attempt first shows that m changes sign, which gives the band equality at once because m enters squared. For the matrix identity it compares the four entries one by one and leaves each to `simp`.

The failing Lean file:

```lean
import Mathlib

open Matrix

namespace SquareLatticeAltermagnet

noncomputable section

/-- Data of a two-sublattice altermagnet: the sublattice-independent energy `e`, the
intersublattice hopping `g`, the exchange field `J` and the anisotropic hopping `d`. -/
structure Model where
  e : ℝ → ℝ → ℝ
  g : ℝ → ℝ → ℝ
  J : ℝ
  d : ℝ

/-- The Pauli matrix `τx`, which exchanges the two sublattices. -/
def tauX : Matrix (Fin 2) (Fin 2) ℂ := !![0, 1; 1, 0]

/-- The Pauli matrix `τz`, which distinguishes the two sublattices. -/
def tauZ : Matrix (Fin 2) (Fin 2) ℂ := !![1, 0; 0, -1]

/-- The coefficient of `τz` for spin `s`: `s J - 4 d sin kx sin ky`. -/
def Model.mass (A : Model) (s kx ky : ℝ) : ℝ :=
  s * A.J - 4 * A.d * (Real.sin kx * Real.sin ky)

/-- The Bloch Hamiltonian of spin `s` at wave vector `(kx, ky)`. -/
def Model.hamiltonian (A : Model) (s kx ky : ℝ) : Matrix (Fin 2) (Fin 2) ℂ :=
  (A.e kx ky : ℂ) • (1 : Matrix (Fin 2) (Fin 2) ℂ) + (A.g kx ky : ℂ) • tauX
    + (A.mass s kx ky : ℂ) • tauZ

/-- The closed formula `e + √(g² + m²)`, with `m` the coefficient of `τz`. -/
def Model.upperBand (A : Model) (s kx ky : ℝ) : ℝ :=
  A.e kx ky + Real.sqrt (A.g kx ky ^ 2 + A.mass s kx ky ^ 2)

/-- If `e` and `g` take equal values at `(kx, ky)` and at its quarter turn `(-ky, kx)`, then the
quarter turn with spin reversal acts on the Hamiltonian as sublattice exchange and leaves the value
of the upper band unchanged. -/
theorem quarter_turn_spin_flip (A : Model) (s kx ky : ℝ)
    (he : A.e (-ky) kx = A.e kx ky) (hg : A.g (-ky) kx = A.g kx ky) :
    A.hamiltonian (-s) (-ky) kx = tauX * A.hamiltonian s kx ky * tauX ∧
      A.upperBand (-s) (-ky) kx = A.upperBand s kx ky := by
  -- the coefficient of τz changes sign
  have hm : A.mass (-s) (-ky) kx = -A.mass s kx ky := by
    unfold Model.mass
    rw [Real.sin_neg]
    ring
  constructor
  · unfold Model.hamiltonian
    rw [he, hg, hm]
    ext i j
    fin_cases i <;> fin_cases j <;>
      simp [tauX, tauZ, Matrix.mul_apply, Fin.sum_univ_succ]
  · unfold Model.upperBand
    rw [he, hg, hm, neg_sq]

end

end SquareLatticeAltermagnet
```

The compiler's answer:

```
Main.lean:49:2: error: unsolved goals
case left.«0».«0»
A : Model
s kx ky : ℝ
he : A.e (-ky) kx = A.e kx ky
hg : A.g (-ky) kx = A.g kx ky
hm : A.mass (-s) (-ky) kx = -A.mass s kx ky
⊢ ↑(A.e kx ky) + -↑(A.mass s kx ky) =
    (![0, 1] ᵥ*
        (A.e kx ky • 1 + !![0, ↑(A.g kx ky); ↑(A.g kx ky), 0] + !![↑(A.mass s kx ky), 0; 0, -↑(A.mass s kx ky)]))
      1

case left.«0».«1»
A : Model
s kx ky : ℝ
he : A.e (-ky) kx = A.e kx ky
hg : A.g (-ky) kx = A.g kx ky
hm : A.mass (-s) (-ky) kx = -A.mass s kx ky
⊢ ↑(A.g kx ky) =
    (![0, 1] ᵥ*
        (A.e kx ky • 1 + !![0, ↑(A.g kx ky); ↑(A.g kx ky), 0] + !![↑(A.mass s kx ky), 0; 0, -↑(A.mass s kx ky)]))
      0

case left.«1».«0»
A : Model
s kx ky : ℝ
he : A.e (-ky) kx = A.e kx ky
hg : A.g (-ky) kx = A.g kx ky
hm : A.mass (-s) (-ky) kx = -A.mass s kx ky
⊢ ↑(A.g kx ky) =
    (![1, 0] ᵥ*
        (A.e kx ky • 1 + !![0, ↑(A.g kx ky); ↑(A.g kx ky), 0] + !![↑(A.mass s kx ky), 0; 0, -↑(A.mass s kx ky)]))
      1

case left.«1».«1»
A : Model
s kx ky : ℝ
he : A.e (-ky) kx = A.e kx ky
hg : A.g (-ky) kx = A.g kx ky
hm : A.mass (-s) (-ky) kx = -A.mass s kx ky
⊢ ↑(A.e kx ky) + ↑(A.mass s kx ky) =
    (![1, 0] ᵥ*
        (A.e kx ky • 1 + !![0, ↑(A.g kx ky); ↑(A.g kx ky), 0] + !![↑(A.mass s kx ky), 0; 0, -↑(A.mass s kx ky)]))
      0
```

Lean accepts the file once it reads:

```diff
@@ -46,10 +46,16 @@
     rw [Real.sin_neg]
     ring
+  -- sublattice exchange preserves τx and reverses τz
+  have hxx : tauX * tauX = 1 := by
+    ext i j
+    fin_cases i <;> fin_cases j <;> simp [tauX]
+  have hxzx : tauX * tauZ * tauX = -tauZ := by
+    ext i j
+    fin_cases i <;> fin_cases j <;> simp [tauX, tauZ]
   constructor
   · unfold Model.hamiltonian
     rw [he, hg, hm]
-    ext i j
-    fin_cases i <;> fin_cases j <;>
-      simp [tauX, tauZ, Matrix.mul_apply, Fin.sum_univ_succ]
+    simp only [Matrix.mul_add, Matrix.add_mul, Matrix.mul_smul, Matrix.smul_mul,
+      Matrix.mul_one, Matrix.one_mul, hxx, hxzx, Complex.ofReal_neg, neg_smul, smul_neg]
   · unfold Model.upperBand
     rw [he, hg, hm, neg_sq]
```

Cause. The error reports four unsolved goals, one for each matrix entry. The goals are true, but `simp` stopped before finishing them. On the left each entry has been computed. On the right, `simp` has unfolded `tauX` and turned its product with the Hamiltonian into a row vector times a matrix, such as `![0, 1] ᵥ* (...)`. The matrix in the brackets is still a sum, with a multiple of `1` among its terms, rather than one explicit array, and `simp` did not evaluate the product any further.

The repair avoids entries of the full Hamiltonian. Two new facts, `hxx` (τx τx = 1) and `hxzx` (τx τz τx = −τz), are proved entry by entry, which works because they involve only explicit numerical matrices. `simp only` then distributes the products over the sum, moves the scalars out and applies these facts. The e and g terms come back unchanged and the τz term changes sign, as on the left, where `Complex.ofReal_neg` and `neg_smul` bring the minus sign of m to the front.
